# Gradient descent with the mean removed conserves total charge and, for small enough steps, converges to the constrained minimiser of a quadratic energy that is positive definite on neutral vectors

Fixed total charge can be encoded by working inside the constraint surface or by keeping all charge vectors and stating the constraint as an equation. Here charges are unrestricted real vectors q on N ≥ 1 atoms (`n → ℝ`), the total charge Q(q) = Σᵢ qᵢ is a linear map, and curvature bounds are required only of neutral vectors, those with Q = 0.

```lean
import Mathlib

open Matrix Filter Topology

namespace ProjectedChargeEquilibration

noncomputable section

variable {n : Type*} [Fintype n]

/-- Total charge: the sum of the components over all atoms. -/
def totalCharge : (n → ℝ) →ₗ[ℝ] ℝ where
  toFun q := ∑ i, q i
  map_add' x y := by simp [Finset.sum_add_distrib]
  map_smul' c x := by simp [Finset.mul_sum]
```

The map P subtracts the mean: (Pg)ᵢ = gᵢ − Q(g)/N.

```lean
/-- Subtracts the mean over atoms from every component. -/
def removeMean : (n → ℝ) →ₗ[ℝ] (n → ℝ) where
  toFun g := fun i => g i - totalCharge g / (Fintype.card n : ℝ)
  map_add' x y := by ext i; simp only [map_add, Pi.add_apply]; ring
  map_smul' c x := by
    ext i; simp only [map_smul, Pi.smul_apply, smul_eq_mul, RingHom.id_apply]; ring
```

With electronegativities χ, a matrix A of hardnesses and Coulomb couplings, and step size h, the energy, its gradient for symmetric A (see (c)) and the update are

E(q) = χ·q + ½ q·Aq,  g(q) = χ + Aq,  q ↦ q − h P g(q).

```lean
/-- Charge-equilibration energy `χ·q + ½ q·Aq`. -/
def energy (χ : n → ℝ) (A : Matrix n n ℝ) (q : n → ℝ) : ℝ :=
  χ ⬝ᵥ q + (1 / 2) * (q ⬝ᵥ A *ᵥ q)

/-- The vector `χ + Aq`, which is the gradient of `energy` when `A` is symmetric. -/
def energyGrad (χ : n → ℝ) (A : Matrix n n ℝ) (q : n → ℝ) : n → ℝ := χ + A *ᵥ q

/-- One descent step of size `h` along the gradient with its mean removed. -/
def step (χ : n → ℝ) (A : Matrix n n ℝ) (h : ℝ) (q : n → ℝ) : n → ℝ :=
  q - h • removeMean (energyGrad χ A q)
```

`NeutralBounds` says that A is symmetric, 0 < m ≤ L, and m x·x ≤ x·Ax ≤ L x·x for neutral x. The constants m and L bound the energy curvature of charge transfer from below and above; they are assumed, not derived from a Coulomb kernel. Set ρ = 1 − hm(2 − hL). The minimiser in `IsConstrainedMin` is strict, hence unique.

```lean
/-- The factor `1 - h m (2 - h L)`. -/
def rate (m L h : ℝ) : ℝ := 1 - h * m * (2 - h * L)

/-- `A` is symmetric, `0 < m ≤ L`, and `m x·x ≤ x·Ax ≤ L x·x` for charge-neutral `x`. -/
structure NeutralBounds (A : Matrix n n ℝ) (m L : ℝ) : Prop where
  symm : A.IsSymm
  pos : 0 < m
  le : m ≤ L
  lower : ∀ x, totalCharge x = 0 → m * (x ⬝ᵥ x) ≤ x ⬝ᵥ A *ᵥ x
  upper : ∀ x, totalCharge x = 0 → x ⬝ᵥ A *ᵥ x ≤ L * (x ⬝ᵥ x)

/-- `qs` has total charge `Q` and strictly lower energy than any other such charge vector. -/
def IsConstrainedMin (χ : n → ℝ) (A : Matrix n n ℝ) (Q : ℝ) (qs : n → ℝ) : Prop :=
  totalCharge qs = Q ∧ ∀ q, totalCharge q = Q → q ≠ qs → energy χ A qs < energy χ A q
```

The energy has the form used in charge-equilibration models at fixed geometry, with E exactly quadratic and one global constraint. Existence and uniqueness of the minimiser do not depend on the solver; the rate and convergence results concern this fixed-step iteration in exact arithmetic and say nothing about other ways of solving for the charges.

## (a) Mean-free vectors

Show Q(Pg) = 0, and x·Pg = x·g for neutral x.

Q(Pg) = Q(g) − N·Q(g)/N = 0,  x·Pg = x·g − Q(x)Q(g)/N = x·g.

```lean
/-- A mean-free vector sums to zero and has unchanged overlap with neutral vectors. -/
theorem removeMean_spec [Nonempty n] (g : n → ℝ) : totalCharge (removeMean g) = 0 ∧
    ∀ x, totalCharge x = 0 → x ⬝ᵥ removeMean g = x ⬝ᵥ g := by
  have hN : (Fintype.card n : ℝ) ≠ 0 := Nat.cast_ne_zero.mpr Fintype.card_ne_zero
  constructor
  · show ∑ i, (g i - (∑ j, g j) / (Fintype.card n : ℝ)) = 0
    rw [Finset.sum_sub_distrib]
    simp only [Finset.sum_const, Finset.card_univ, nsmul_eq_mul]
    rw [mul_div_assoc', mul_div_cancel_left₀ _ hN, sub_self]
  · intro x hx
    have hx' : ∑ i, x i = 0 := hx
    show ∑ i, x i * (g i - totalCharge g / (Fintype.card n : ℝ)) = ∑ i, x i * g i
    simp only [mul_sub, Finset.sum_sub_distrib, ← Finset.sum_mul, hx', zero_mul, sub_zero]
```

## (b) Charge conservation

Show that every iterate qₖ has the charge of the start q₀, for any A and h.

By (a), Q(q − hPg) = Q(q); induct on k. In Lean qₖ is `(step χ A h)^[k] q₀`.

```lean
/-- Every iterate keeps the starting total charge, for any matrix and step. -/
theorem charge_conserved [Nonempty n] (χ : n → ℝ) (A : Matrix n n ℝ) (h : ℝ) (q₀ : n → ℝ)
    (k : ℕ) : totalCharge ((step χ A h)^[k] q₀) = totalCharge q₀ := by
  induction k with
  | zero => rfl
  | succ k ih =>
    rw [Function.iterate_succ_apply', step, map_sub, map_smul, (removeMean_spec _).1, ih]
    simp
```

## (c) The gradient

Show E(q + d) = E(q) + d·g(q) + ½ d·Ad for symmetric A and any displacement d.

The cross terms ½ q·Ad and ½ d·Aq are equal by symmetry (`sw`). This expansion shows that `energyGrad`, which is defined by its formula, is the gradient of E when A is symmetric.

```lean
/-- For symmetric `A`, `E(q + d) = E(q) + d·(χ + Aq) + ½ d·Ad` exactly. -/
theorem energy_expand {A : Matrix n n ℝ} (hA : A.IsSymm) (χ q d : n → ℝ) :
    energy χ A (q + d) = energy χ A q + d ⬝ᵥ energyGrad χ A q + (1 / 2) * (d ⬝ᵥ A *ᵥ d) := by
  have sw : q ⬝ᵥ A *ᵥ d = d ⬝ᵥ A *ᵥ q := by
    rw [dotProduct_mulVec, ← mulVec_transpose, hA.eq, dotProduct_comm]
  simp only [energy, energyGrad, mulVec_add, dotProduct_add, add_dotProduct]
  linarith [dotProduct_comm χ d]
```

## (d) Equalised electronegativity

Under the neutral bounds, find q* with Q(q*) = Q(q₀) and P g(q*) = 0, meaning that χᵢ + (Aq*)ᵢ is the same on every atom.

Let Tx = PAx + x − Px, so Q(Tx) = Q(x). If Tx = 0, then x is neutral, Px = x, PAx = 0, and m x·x ≤ x·Ax = x·PAx = 0 forces x = 0. So T is invertible. Solve

Tq* = q₀ − Pq₀ − Pχ.

Taking Q gives Q(q*) = Q(q₀). Then q* − Pq* = q₀ − Pq₀, both being the constant vector Q(q₀)/N, which leaves PAq* = −Pχ.

The proof turns on `LinearMap.injective_iff_surjective`, which applies to a linear map from a finite-dimensional space to itself. PA alone is not injective on the whole space since its outputs are all neutral, so it is not surjective. Adding x − Px makes T record the charge, so the lemma applies to `n → ℝ` directly and no subspace type is needed.

```lean
/-- Under the neutral bounds, some charge vector with the total charge of `q₀` has vanishing
mean-free gradient. -/
theorem exists_stationary [Nonempty n] {A : Matrix n n ℝ} {m L : ℝ} (hA : NeutralBounds A m L)
    (χ q₀ : n → ℝ) :
    ∃ qs, totalCharge qs = totalCharge q₀ ∧ removeMean (energyGrad χ A qs) = 0 := by
  obtain ⟨T, hT⟩ : ∃ T : (n → ℝ) →ₗ[ℝ] (n → ℝ),
      ∀ x, T x = removeMean (A *ᵥ x) + x - removeMean x :=
    ⟨removeMean ∘ₗ A.mulVecLin + LinearMap.id - removeMean, fun x => by simp⟩
  have hsum : ∀ x, totalCharge (T x) = totalCharge x := fun x => by
    rw [hT, map_sub, map_add, (removeMean_spec _).1, (removeMean_spec _).1]; ring
  -- a kernel vector is neutral with `x·Ax = 0`, hence zero
  have inj : Function.Injective T := (injective_iff_map_eq_zero T).2 fun x hx => by
    have hx0 : totalCharge x = 0 := by rw [← hsum x, hx, map_zero]
    have hP : removeMean x = x := by
      ext i; show x i - totalCharge x / _ = x i; rw [hx0]; simp
    have h1 := hT x
    rw [hx, hP, add_sub_cancel_right] at h1
    have h2 : x ⬝ᵥ A *ᵥ x = 0 := by
      rw [← (removeMean_spec (A *ᵥ x)).2 x hx0, ← h1, dotProduct_zero]
    have h3 := hA.lower x hx0
    have h4 : 0 ≤ x ⬝ᵥ x := Finset.sum_nonneg fun i _ => mul_self_nonneg (x i)
    exact dotProduct_self_eq_zero.1 (le_antisymm (by nlinarith [hA.pos]) h4)
  obtain ⟨q, hq⟩ := LinearMap.injective_iff_surjective.1 inj (q₀ - removeMean q₀ - removeMean χ)
  have hQ : totalCharge q = totalCharge q₀ := by
    rw [← hsum q, hq, map_sub, map_sub, (removeMean_spec _).1, (removeMean_spec _).1]; ring
  have hm : q - removeMean q = q₀ - removeMean q₀ := by
    ext i
    show q i - (q i - totalCharge q / _) = q₀ i - (q₀ i - totalCharge q₀ / _)
    rw [hQ]; ring
  refine ⟨q, hQ, ?_⟩
  rw [hT] at hq
  rw [energyGrad, map_add]
  linear_combination hq - hm
```

## (e) One-step contraction

Under the neutral bounds, for 0 ≤ h, hL ≤ 2, any q* with P g(q*) = 0 and q with the charge of q*, show that a step multiplies the squared error by at most ρ.

Put e = q − q* and y = PAe, both neutral. The new error is e − hy (`h1`), and (a) gives e·y = e·Ae and y·y = y·Ae. Since Le − y is neutral,

0 ≤ (Le − y)·A(Le − y) = L² e·Ae − 2L y·y + y·Ay ≤ L² e·Ae − L y·y,

so y·y ≤ L e·Ae (`co`). Then

|e − hy|² = e·e − 2h e·Ae + h² y·y ≤ e·e − h(2 − hL) e·Ae ≤ ρ e·e.

The two products given to the final `nlinarith` are these two inequalities.

```lean
/-- Under the neutral bounds, after one step with `0 ≤ h`, `h L ≤ 2`, the squared distance to a
stationary point of equal total charge is at most `1 - h m (2 - h L)` times its former value. -/
theorem step_contracts [Nonempty n] {A : Matrix n n ℝ} {m L h : ℝ} (hA : NeutralBounds A m L)
    (h0 : 0 ≤ h) (h2 : h * L ≤ 2) {χ qs q : n → ℝ} (hs : removeMean (energyGrad χ A qs) = 0)
    (hq : totalCharge q = totalCharge qs) :
    (step χ A h q - qs) ⬝ᵥ (step χ A h q - qs) ≤ rate m L h * ((q - qs) ⬝ᵥ (q - qs)) := by
  obtain ⟨e, rfl⟩ : ∃ e, q = qs + e := ⟨q - qs, by abel⟩
  have he : totalCharge e = 0 := by rw [map_add] at hq; linarith
  obtain ⟨y, hy⟩ : ∃ y, y = removeMean (A *ᵥ e) := ⟨_, rfl⟩
  have h1 : step χ A h (qs + e) - qs = e - h • y := by
    have : energyGrad χ A (qs + e) = energyGrad χ A qs + A *ᵥ e := by
      simp only [energyGrad, mulVec_add, add_assoc]
    rw [step, this, map_add, hs, zero_add, ← hy]; module
  have hy0 : totalCharge y = 0 := by rw [hy]; exact (removeMean_spec _).1
  have hey := (removeMean_spec (A *ᵥ e)).2 e he
  have hyy := (removeMean_spec (A *ᵥ e)).2 y hy0
  rw [← hy] at hey hyy
  have sw : e ⬝ᵥ A *ᵥ y = y ⬝ᵥ A *ᵥ e := by
    rw [dotProduct_mulVec, ← mulVec_transpose, hA.symm.eq, dotProduct_comm]
  -- positivity of the form at `L e - y` gives `y·y ≤ L e·Ae`
  have hn : totalCharge (L • e - y) = 0 := by rw [map_sub, map_smul, he, hy0]; simp
  have hd : 0 ≤ (L • e - y) ⬝ᵥ (L • e - y) := Finset.sum_nonneg fun i _ => mul_self_nonneg _
  have hpos := (mul_nonneg hA.pos.le hd).trans (hA.lower _ hn)
  simp only [mulVec_sub, mulVec_smul, sub_dotProduct, dotProduct_sub, smul_dotProduct,
    dotProduct_smul, smul_eq_mul] at hpos
  rw [sw, ← hyy] at hpos
  have co : y ⬝ᵥ y ≤ L * (e ⬝ᵥ A *ᵥ e) :=
    le_of_mul_le_mul_left (by nlinarith [hA.upper y hy0]) (hA.pos.trans_le hA.le)
  rw [h1, add_sub_cancel_left, rate]
  simp only [sub_dotProduct, dotProduct_sub, smul_dotProduct, dotProduct_smul, smul_eq_mul]
  rw [dotProduct_comm y e, hey]
  nlinarith [mul_nonneg (sq_nonneg h) (sub_nonneg.2 co),
    mul_nonneg (mul_nonneg h0 (sub_nonneg.2 h2)) (sub_nonneg.2 (hA.lower e he))]
```

## (f) Convergence under neutral bounds

For 0 < h < 2/L, show that q* is the strict minimiser, |qₖ − q*|² ≤ ρᵏ |q₀ − q*|², and qₖ → q*.

From m ≤ L, ρ ≥ (1 − hL)² ≥ 0, and hm(2 − hL) > 0 gives ρ < 1. Induction with (b) and (e) gives the bound. It is not sharp for m < L: on neutral vectors PA is symmetric with eigenvalues in [m, L], so each step multiplies the squared error by at most max((1 − hm)², (1 − hL)²), which is then smaller than ρ; this sharper factor is not proved in the Lean code. For neutral d ≠ 0, d·g(q*) = d·P g(q*) = 0, so (c) gives

E(q* + d) − E(q*) = ½ d·Ad ≥ ½ m d·d > 0.

Each squared component of the error is at most the squared error, which ρᵏ sends to zero; `tendsto_pi_nhds` reduces the limit to components.

The upper bound in the same expansion yields a neighbouring estimate, which is not among the theorems shown: E(qₖ) − E(q*) ≤ ½ L ρᵏ |q₀ − q*|².

```lean
/-- Under the neutral bounds and `0 < h < 2/L` the iterates converge to the strict minimiser at
the starting total charge, with squared error at most `(1 - h m (2 - h L))^k` times the first. -/
theorem descent_converges [Nonempty n] {A : Matrix n n ℝ} {m L h : ℝ} (hA : NeutralBounds A m L)
    (h0 : 0 < h) (h2 : h < 2 / L) (χ q₀ : n → ℝ) :
    ∃ qs, IsConstrainedMin χ A (totalCharge q₀) qs ∧
      (∀ k, ((step χ A h)^[k] q₀ - qs) ⬝ᵥ ((step χ A h)^[k] q₀ - qs)
        ≤ rate m L h ^ k * ((q₀ - qs) ⬝ᵥ (q₀ - qs))) ∧
      Tendsto (fun k => (step χ A h)^[k] q₀) atTop (𝓝 qs) := by
  obtain ⟨qs, hQ, hs⟩ := exists_stationary hA χ q₀
  have hL : h * L < 2 := (lt_div_iff₀ (hA.pos.trans_le hA.le)).1 h2
  have r0 : 0 ≤ rate m L h := by
    unfold rate
    nlinarith [sq_nonneg (1 - h * L),
      mul_nonneg (mul_pos h0 (sub_pos.2 hL)).le (sub_nonneg.2 hA.le)]
  have r1 : rate m L h < 1 := by
    unfold rate; linarith [mul_pos (mul_pos h0 hA.pos) (sub_pos.2 hL)]
  have hr : ∀ k, ((step χ A h)^[k] q₀ - qs) ⬝ᵥ ((step χ A h)^[k] q₀ - qs)
      ≤ rate m L h ^ k * ((q₀ - qs) ⬝ᵥ (q₀ - qs)) := fun k => by
    induction k with
    | zero => simp
    | succ k ih =>
      rw [Function.iterate_succ_apply', pow_succ', mul_assoc]
      exact (step_contracts hA h0.le hL.le hs
        ((charge_conserved χ A h q₀ k).trans hQ.symm)).trans (mul_le_mul_of_nonneg_left ih r0)
  refine ⟨qs, ⟨hQ, fun q hq hne => ?_⟩, hr, tendsto_pi_nhds.2 fun i => ?_⟩
  · -- the linear term vanishes along neutral displacements
    have hd : totalCharge (q - qs) = 0 := by rw [map_sub, hq, hQ, sub_self]
    have hE := energy_expand hA.symm χ qs (q - qs)
    rw [add_sub_cancel, ← (removeMean_spec _).2 _ hd, hs, dotProduct_zero] at hE
    have hnn : 0 ≤ (q - qs) ⬝ᵥ (q - qs) := Finset.sum_nonneg fun i _ => mul_self_nonneg _
    have hp : 0 < (q - qs) ⬝ᵥ (q - qs) := lt_of_le_of_ne hnn fun e =>
      hne (sub_eq_zero.1 (dotProduct_self_eq_zero.1 e.symm))
    linarith [hA.lower _ hd, mul_pos hA.pos hp]
  · have hc : ∀ v : n → ℝ, v i * v i ≤ v ⬝ᵥ v := fun v => Finset.single_le_sum
      (f := fun j => v j * v j) (fun j _ => mul_self_nonneg _) (Finset.mem_univ i)
    have hlim := (tendsto_pow_atTop_nhds_zero_of_lt_one r0 r1).mul_const ((q₀ - qs) ⬝ᵥ (q₀ - qs))
    rw [zero_mul] at hlim
    have hsq : Tendsto (fun k => ((step χ A h)^[k] q₀ i - qs i) * ((step χ A h)^[k] q₀ i - qs i))
        atTop (𝓝 0) := squeeze_zero (fun k => mul_self_nonneg _)
      (fun k => (hc ((step χ A h)^[k] q₀ - qs)).trans (hr k)) hlim
    have := hsq.sqrt
    rw [Real.sqrt_zero] at this
    exact tendsto_iff_dist_tendsto_zero.2 (this.congr fun k =>
      (Real.sqrt_mul_self_eq_abs _).trans (Real.dist_eq _ _).symm)
```

## (g) From eigenvalues to bounds

Show that symmetric A with all eigenvalues in [m, L], m > 0, meets the neutral bounds.

With 1 the identity, an eigenvalue μ of A − m·1 gives the eigenvalue μ + m ≥ m of A, and one of L·1 − A gives L − μ ≤ L. Both matrices are symmetric with non-negative eigenvalues, hence positive semidefinite (`key`). The all-ones vector gives mN ≤ LN.

```lean
/-- A symmetric matrix with all eigenvalues in `[m, L]`, `m > 0`, meets the neutral bounds. -/
theorem bounds_of_eigenvalues [Nonempty n] {A : Matrix n n ℝ} {m L : ℝ} (hA : A.IsSymm)
    (hm : 0 < m) (hev : ∀ (μ : ℝ) v, v ≠ 0 → A *ᵥ v = μ • v → μ ∈ Set.Icc m L) :
    NeutralBounds A m L := by
  classical
  have key : ∀ B : Matrix n n ℝ, Bᵀ = B → (∀ (μ : ℝ) v, v ≠ 0 → B *ᵥ v = μ • v → 0 ≤ μ) →
      ∀ x, 0 ≤ x ⬝ᵥ B *ᵥ x := fun B hB H x => by
    have hH : B.IsHermitian := IsHermitian.ext fun i j => by simpa using IsSymm.apply hB i j
    have hP := hH.posSemidef_iff_eigenvalues_nonneg.2 fun j =>
      H _ _ (fun e => hH.eigenvectorBasis.orthonormal.ne_zero j
        (by ext i; simpa using congrFun e i)) (hH.mulVec_eigenvectorBasis j)
    simpa using hP.dotProduct_mulVec_nonneg x
  have one : ∀ (c : ℝ) (v : n → ℝ), (c • (1 : Matrix n n ℝ)) *ᵥ v = c • v := fun c v => by
    rw [smul_mulVec, one_mulVec]
  have lo := key (A - m • 1) (by rw [transpose_sub, transpose_smul, transpose_one, hA.eq])
    fun μ v hv e => by
      rw [sub_mulVec, one] at e
      linarith [(hev (μ + m) v hv (by rw [add_smul, ← e, sub_add_cancel])).1]
  have up := key (L • 1 - A) (by rw [transpose_sub, transpose_smul, transpose_one, hA.eq])
    fun μ v hv e => by
      rw [sub_mulVec, one] at e
      linarith [(hev (L - μ) v hv (by rw [sub_smul, ← e, sub_sub_cancel])).2]
  simp only [sub_mulVec, one, dotProduct_sub, dotProduct_smul, smul_eq_mul, sub_nonneg] at lo up
  have hp : 0 < (fun _ : n => (1 : ℝ)) ⬝ᵥ fun _ => 1 :=
    Finset.sum_pos (fun _ _ => by norm_num) Finset.univ_nonempty
  exact ⟨hA, hm, le_of_mul_le_mul_right ((lo _).trans (up _)) hp, fun x _ => lo x, fun x _ => up x⟩
```

## (h) The eigenvalue form

Under (g) and 0 < h < 2/L, conclude conservation and convergence to the strict minimiser.

Combine (b), (f) and (g); the rate stays in (f).

```lean
/-- For symmetric `A` with eigenvalues in `[m, L]`, `m > 0`, and `0 < h < 2/L`, mean-free
descent conserves total charge and converges to the strict minimiser at that charge. -/
theorem descent_converges_of_eigenvalues [Nonempty n] {A : Matrix n n ℝ} {m L h : ℝ}
    (hA : A.IsSymm) (hm : 0 < m)
    (hev : ∀ (μ : ℝ) v, v ≠ 0 → A *ᵥ v = μ • v → μ ∈ Set.Icc m L)
    (h0 : 0 < h) (h2 : h < 2 / L) (χ q₀ : n → ℝ) :
    (∀ k, totalCharge ((step χ A h)^[k] q₀) = totalCharge q₀) ∧
      ∃ qs, IsConstrainedMin χ A (totalCharge q₀) qs ∧
        Tendsto (fun k => (step χ A h)^[k] q₀) atTop (𝓝 qs) := by
  obtain ⟨qs, h1, -, h3⟩ := descent_converges (bounds_of_eigenvalues hA hm hev) h0 h2 χ q₀
  exact ⟨charge_conserved χ A h q₀, qs, h1, h3⟩
```

## (i) Oscillation at h = 2/L

For A = L·1 with L ≠ 0, χ = 0 and neutral q₀, show qₖ = (−1)ᵏ q₀.

For neutral x the step gives x − (2/L)Lx = −x. A nonzero neutral start, possible for N ≥ 2, therefore never settles.

```lean
/-- At the step `h = 2/L`, with `A = L·1`, `L ≠ 0` and `χ = 0`, a neutral start changes sign each
step. -/
theorem oscillates_at_threshold [DecidableEq n] {L : ℝ} (hL : L ≠ 0) {q₀ : n → ℝ}
    (hq : totalCharge q₀ = 0) (k : ℕ) :
    (step 0 (L • (1 : Matrix n n ℝ)) (2 / L))^[k] q₀ = (-1 : ℝ) ^ k • q₀ := by
  have hstep : ∀ x : n → ℝ, totalCharge x = 0 →
      step 0 (L • (1 : Matrix n n ℝ)) (2 / L) x = -x := fun x hx => by
    have hP : removeMean x = x := by
      ext i; show x i - totalCharge x / _ = x i; rw [hx]; simp
    have h2 : 2 / L * L = 2 := by field_simp
    rw [step, energyGrad, zero_add, smul_mulVec, one_mulVec, map_smul, hP, smul_smul, h2]
    module
  induction k with
  | zero => simp
  | succ k ih =>
    rw [Function.iterate_succ_apply', ih, hstep _ (by rw [map_smul, hq, smul_zero]), pow_succ,
      mul_neg_one, neg_smul]
```

## (j) An indefinite matrix

Show that A = [[0, −1], [−1, 0]] meets the neutral bounds with m = L = 1 although its form is negative on (1, 1).

Here x·Ax = −2x₀x₁ = x·x − (x₀ + x₁)², which equals x·x for neutral x. It is −2 on (1, 1), or −1 on the unit vector, so (f) covers a matrix that (h) does not. With zero hardnesses and a negative coupling this matrix is a mathematical example, not a physical one; adding the same constant to every entry changes neither PA nor the form on neutral vectors.

```lean
/-- The matrix `[[0, -1], [-1, 0]]` meets the neutral bounds with `m = L = 1`, and its quadratic
form is negative on `(1, 1)`. -/
theorem neutralBounds_witness : NeutralBounds !![(0 : ℝ), -1; -1, 0] 1 1 ∧
    ![(1 : ℝ), 1] ⬝ᵥ !![(0 : ℝ), -1; -1, 0] *ᵥ ![1, 1] < 0 := by
  have hf : ∀ x : Fin 2 → ℝ, x ⬝ᵥ !![(0 : ℝ), -1; -1, 0] *ᵥ x = -2 * x 0 * x 1 := fun x => by
    simp [dotProduct, mulVec, Fin.sum_univ_two]; ring
  have he : ∀ x : Fin 2 → ℝ, totalCharge x = 0 →
      x ⬝ᵥ !![(0 : ℝ), -1; -1, 0] *ᵥ x = 1 * (x ⬝ᵥ x) := fun x hx => by
    have h : ∑ i, x i = 0 := hx
    rw [Fin.sum_univ_two] at h
    rw [hf, dotProduct, Fin.sum_univ_two]
    linear_combination (-(x 0 + x 1)) * h
  refine ⟨⟨?_, one_pos, le_rfl, fun x hx => (he x hx).ge, fun x hx => (he x hx).le⟩, ?_⟩
  · unfold Matrix.IsSymm
    ext i j; fin_cases i <;> fin_cases j <;> simp
  · rw [hf]; simp

end

end ProjectedChargeEquilibration
```

```lean
#print axioms ProjectedChargeEquilibration.descent_converges_of_eigenvalues
#print axioms ProjectedChargeEquilibration.oscillates_at_threshold
```

```
'ProjectedChargeEquilibration.descent_converges_of_eigenvalues' depends on axioms: [propext, Classical.choice, Quot.sound]
'ProjectedChargeEquilibration.oscillates_at_threshold' depends on axioms: [propext, Classical.choice, Quot.sound]
```
